# Bounds on the reaction probability operator and reactant–product symmetry of its trace on a finite absorbing grid

The system lives on a finite set `n` of grid points, or of orthonormal basis functions localised at such points, called sites, and every operator is a complex matrix indexed by `n`. The dagger † is the conjugate transpose, written `ᴴ` in Lean.

```lean
import Mathlib

open Matrix
open scoped ComplexOrder

namespace ReactionProbabilityOperator

noncomputable section

variable {n : Type*} [Fintype n] [DecidableEq n]
```

An absorber is a diagonal matrix with real entries e(i), the strengths at the sites i. It stands for the outgoing boundary: it is meant to remove amplitude that would otherwise be reflected by the edge of the grid. The removal is in general incomplete, since a weak absorber lets some amplitude through and a strong or steep one reflects some itself.

```lean
/-- A diagonal absorbing potential with strength `e i` at site `i`. -/
def absorber (e : n → ℝ) : Matrix n n ℂ := diagonal fun i => (e i : ℂ)
```

Its square root is taken site by site. This is a true square root when all e(i) ≥ 0, which the theorems assume where they need it.

```lean
/-- The diagonal matrix of square roots of the absorber strengths. -/
def sqrtAbsorber (e : n → ℝ) : Matrix n n ℂ := absorber fun i => √(e i)
```

There is one absorber e_r on the reactant side and one, e_p, on the product side. Write Γ = e_r + e_p. At real energy E, with Hamiltonian H, the open system has the operator

A = E − H + iΓ.

```lean
/-- The operator `E - H + i (e_r + e_p)` of the system with absorbing boundaries. -/
def openOperator (H : Matrix n n ℂ) (E : ℝ) (er ep : n → ℝ) : Matrix n n ℂ :=
  (E : ℂ) • (1 : Matrix n n ℂ) - H + Complex.I • (absorber er + absorber ep)
```

The Green's function G is specified by the equation A G = 1. That such a G exists is a hypothesis of the main theorem; a criterion for it is proved further down.

```lean
/-- `G` is the Green's function: the inverse of `E - H + i (e_r + e_p)`. -/
def IsGreen (H : Matrix n n ℂ) (E : ℝ) (er ep : n → ℝ) (G : Matrix n n ℂ) : Prop :=
  openOperator H E er ep * G = 1
```

The reaction probability operator is

P = 4 √e_r G e_p G† √e_r.

```lean
/-- The reaction probability operator `P = 4 √e_r G e_p G† √e_r`. -/
def reactionProb (er ep : n → ℝ) (G : Matrix n n ℂ) : Matrix n n ℂ :=
  (4 : ℂ) • (sqrtAbsorber er * G * absorber ep * Gᴴ * sqrtAbsorber er)
```

Two amplitude matrices will factor P and 1 − P. The first is T = 2 √e_r G √e_p.

```lean
/-- The transmission amplitude `2 √e_r G √e_p`. -/
def transmission (er ep : n → ℝ) (G : Matrix n n ℂ) : Matrix n n ℂ :=
  (2 : ℂ) • (sqrtAbsorber er * G * sqrtAbsorber ep)
```

The second is R = 1 − 2i √e_r G √e_r. Neither is claimed to be an asymptotic scattering matrix.

```lean
/-- The reflection amplitude `1 - 2i √e_r G √e_r`. -/
def reflection (er : n → ℝ) (G : Matrix n n ℂ) : Matrix n n ℂ :=
  1 - (2 * Complex.I) • (sqrtAbsorber er * G * sqrtAbsorber er)
```

## Absorption as the anti-Hermitian part

The strengths are real, so e† = e.

```lean
omit [Fintype n] in
/-- An absorber is Hermitian. -/
lemma absorber_conjTranspose (e : n → ℝ) : (absorber e)ᴴ = absorber e := by
  rw [absorber, diagonal_conjTranspose]
  congr 1
  funext i
  simp
```

For e(i) ≥ 0, also √e √e = e.

```lean
/-- The square root of a nonnegative absorber squares to the absorber. -/
lemma sqrtAbsorber_mul_self {e : n → ℝ} (he : ∀ i, 0 ≤ e i) :
    sqrtAbsorber e * sqrtAbsorber e = absorber e := by
  rw [sqrtAbsorber, absorber, absorber, diagonal_mul_diagonal]
  congr 1
  funext i
  rw [← Complex.ofReal_mul, Real.mul_self_sqrt (he i)]
```

Since H† = H and E is real, A† = E − H − iΓ. Subtracting,

A − A† = 2iΓ.

```lean
omit [Fintype n] in
/-- The anti-Hermitian part of the open operator comes from the absorbers alone. -/
lemma openOperator_sub {H : Matrix n n ℂ} (hH : H.IsHermitian) (E : ℝ) (er ep : n → ℝ) :
    openOperator H E er ep - (openOperator H E er ep)ᴴ
      = (2 * Complex.I) • (absorber er + absorber ep) := by
  simp only [openOperator, conjTranspose_add, conjTranspose_sub, conjTranspose_smul,
    conjTranspose_one, hH.eq, absorber_conjTranspose, Complex.star_def, Complex.conj_ofReal,
    Complex.conj_I]
  module
```

Now place this difference between G and G†. From G A = 1 and A†G† = 1,

G (A − A†) G† = G† − G,

and in the same way G† (A − A†) G = G† − G. Inserting 2iΓ and multiplying by −i gives

i(G − G†) = 2 G Γ G† = 2 G† Γ G.

The argument turns on the Mathlib lemma `mul_eq_one_comm`. The hypothesis supplies only A G = 1, while the first form needs G A = 1. For finite square matrices each equation implies the other, and the lemma converts between them, once for A and once for A†. In infinite dimension a one-sided inverse need not be two-sided, so finiteness of the grid enters here. The local statement `key` does the final multiplication by −i for both forms.

```lean
/-- The spectral operator `i (G - G†)` equals both `2 G (e_r + e_p) G†` and
`2 G† (e_r + e_p) G`. -/
theorem spectral_identity {H G : Matrix n n ℂ} {E : ℝ} {er ep : n → ℝ}
    (hH : H.IsHermitian) (hG : IsGreen H E er ep G) :
    Complex.I • (G - Gᴴ) = (2 : ℂ) • (G * (absorber er + absorber ep) * Gᴴ) ∧
    Complex.I • (G - Gᴴ) = (2 : ℂ) • (Gᴴ * (absorber er + absorber ep) * G) := by
  have hd := openOperator_sub hH E er ep
  unfold IsGreen at hG
  generalize openOperator H E er ep = A at hG hd
  have hG' : G * A = 1 := mul_eq_one_comm.mp hG
  have k1 : Gᴴ * Aᴴ = 1 := by rw [← conjTranspose_mul, hG, conjTranspose_one]
  have k2 : Aᴴ * Gᴴ = 1 := mul_eq_one_comm.mp k1
  -- sandwich the anti-Hermitian part between the two Green's functions
  have h1 : G * (A - Aᴴ) * Gᴴ = Gᴴ - G := by
    rw [Matrix.mul_sub, Matrix.sub_mul, hG', Matrix.one_mul, Matrix.mul_assoc, k2,
      Matrix.mul_one]
  have h2 : Gᴴ * (A - Aᴴ) * G = Gᴴ - G := by
    rw [Matrix.mul_sub, Matrix.sub_mul, k1, Matrix.one_mul, Matrix.mul_assoc, hG,
      Matrix.mul_one]
  rw [hd, Matrix.mul_smul, Matrix.smul_mul] at h1 h2
  have key : ∀ X : Matrix n n ℂ, (2 * Complex.I) • X = Gᴴ - G →
      Complex.I • (G - Gᴴ) = (2 : ℂ) • X := by
    intro X hX
    rw [← neg_sub Gᴴ G, ← hX, smul_neg, smul_smul, ← neg_smul]
    congr 1
    linear_combination (-2) * Complex.I_mul_I
  exact ⟨key _ h1, key _ h2⟩
```

## Two factorisations

Splitting e_p = √e_p √e_p in the definition of P gives

P = 4 √e_r G √e_p √e_p G† √e_r = T T†.

```lean
/-- The reaction probability operator is the transmission amplitude times its adjoint. -/
theorem reactionProb_eq_transmission (er : n → ℝ) {ep : n → ℝ} (hp : ∀ i, 0 ≤ ep i)
    (G : Matrix n n ℂ) :
    reactionProb er ep G = transmission er ep G * (transmission er ep G)ᴴ := by
  have hs : ∀ e : n → ℝ, (sqrtAbsorber e)ᴴ = sqrtAbsorber e :=
    fun e => absorber_conjTranspose _
  have h2 : star (2 : ℂ) = 2 := by simp
  rw [reactionProb, transmission, conjTranspose_smul, conjTranspose_mul, conjTranspose_mul,
    hs, hs, h2, Matrix.smul_mul, Matrix.mul_smul, smul_smul, ← sqrtAbsorber_mul_self hp]
  simp only [Matrix.mul_assoc]
  norm_num
```

For the complement, write s = √e_r. Then R† = 1 + 2i s G† s, and

R R† = 1 − 2i s(G − G†)s + 4 s G e_r G† s.

By the spectral identity the middle term is −4 s G (e_r + e_p) G† s. Its e_r part cancels the last term, leaving

R R† = 1 − 4 s G e_p G† s = 1 − P.

In the proof, `e0` computes R†, `e1` expands the product, `e2` evaluates the interference term and `e3` the quadratic one.

```lean
/-- Flux balance: `1 - P` is the reflection amplitude times its adjoint. -/
theorem one_sub_reactionProb {H G : Matrix n n ℂ} {E : ℝ} {er ep : n → ℝ}
    (hH : H.IsHermitian) (hr : ∀ i, 0 ≤ er i) (hG : IsGreen H E er ep G) :
    1 - reactionProb er ep G = reflection er G * (reflection er G)ᴴ := by
  have hs : (sqrtAbsorber er)ᴴ = sqrtAbsorber er := absorber_conjTranspose _
  have hss := sqrtAbsorber_mul_self hr
  have hspec := (spectral_identity hH hG).1
  unfold reactionProb reflection
  generalize sqrtAbsorber er = s at hs hss ⊢
  have hc : star (2 * Complex.I) = -(2 * Complex.I) := by simp
  have hI : (2 * Complex.I) * (2 * Complex.I) = -4 := by
    linear_combination 4 * Complex.I_mul_I
  have e0 : (1 - (2 * Complex.I) • (s * G * s))ᴴ = 1 + (2 * Complex.I) • (s * Gᴴ * s) := by
    rw [conjTranspose_sub, conjTranspose_one, conjTranspose_smul, conjTranspose_mul,
      conjTranspose_mul, hs, hc, ← Matrix.mul_assoc]
    module
  have e1 : ∀ (c : ℂ) (X Y : Matrix n n ℂ),
      (1 - c • X) * (1 + c • Y) = 1 - c • (X - Y) - (c * c) • (X * Y) := by
    intro c X Y
    simp only [Matrix.sub_mul, Matrix.mul_add, Matrix.one_mul, Matrix.mul_one,
      Matrix.smul_mul, Matrix.mul_smul]
    module
  -- the interference term is fixed by the spectral identity
  have e2 : (2 * Complex.I) • (s * G * s - s * Gᴴ * s)
      = (4 : ℂ) • (s * G * absorber er * Gᴴ * s + s * G * absorber ep * Gᴴ * s) := by
    have a1 : s * G * s - s * Gᴴ * s = s * (G - Gᴴ) * s := by noncomm_ring
    have a2 : s * G * absorber er * Gᴴ * s + s * G * absorber ep * Gᴴ * s
        = s * (G * (absorber er + absorber ep) * Gᴴ) * s := by noncomm_ring
    have a3 : s * (Complex.I • (G - Gᴴ)) * s = Complex.I • (s * (G - Gᴴ) * s) := by
      rw [Matrix.mul_smul, Matrix.smul_mul]
    rw [a1, a2, mul_smul, ← a3, hspec, Matrix.mul_smul, Matrix.smul_mul, smul_smul]
    norm_num
  have e3 : s * G * s * (s * Gᴴ * s) = s * G * absorber er * Gᴴ * s := by
    rw [← hss]
    simp only [Matrix.mul_assoc]
  rw [e0, e1, e2, e3, hI]
  module
```

## Positivity and exchange of reactants and products

Moving one factor √e_r around the trace gives

Tr P = 4 Tr(e_r G e_p G†).

```lean
/-- The trace of `P` is `4 Tr(e_r G e_p G†)`. -/
theorem trace_reactionProb {er : n → ℝ} (hr : ∀ i, 0 ≤ er i) (ep : n → ℝ)
    (G : Matrix n n ℂ) :
    (reactionProb er ep G).trace = 4 * (absorber er * G * absorber ep * Gᴴ).trace := by
  rw [reactionProb, trace_smul, trace_mul_comm, ← sqrtAbsorber_mul_self hr, smul_eq_mul]
  simp only [Matrix.mul_assoc]
```

A matrix of the form B B† is positive semidefinite, since v†B B†v = ‖B†v‖² ≥ 0. Applied to T and R, this puts every eigenvalue of P between 0 and 1.

For the exchange, multiply the two forms of the spectral identity by e_r and take traces:

Tr(e_r G e_r G†) + Tr(e_r G e_p G†) = Tr(e_r G† e_r G) + Tr(e_r G† e_p G).

Cyclicity (`cyc`) turns the right side into Tr(e_r G e_r G†) + Tr(e_p G e_r G†). The first terms cancel, so

Tr(e_r G e_p G†) = Tr(e_p G e_r G†).

The same G serves both directions because Γ is symmetric in r and p. H need not be real, so time-reversal symmetry is not assumed.

The theorem reads: for Hermitian H, nonnegative absorbers and G with A G = 1, both P and 1 − P are positive semidefinite, Tr P has the stated form, and it is unchanged when `er` and `ep` are swapped.

```lean
/-- For a Hermitian `H` and nonnegative absorbers, `P` and `1 - P` are positive semidefinite,
and `Tr P = 4 Tr(e_r G e_p G†)` is unchanged on exchanging reactants and products. -/
theorem reactionProb_main {H G : Matrix n n ℂ} {E : ℝ} {er ep : n → ℝ}
    (hH : H.IsHermitian) (hr : ∀ i, 0 ≤ er i) (hp : ∀ i, 0 ≤ ep i)
    (hG : IsGreen H E er ep G) :
    (reactionProb er ep G).PosSemidef ∧ (1 - reactionProb er ep G).PosSemidef ∧
    (reactionProb er ep G).trace = 4 * (absorber er * G * absorber ep * Gᴴ).trace ∧
    (reactionProb er ep G).trace = (reactionProb ep er G).trace := by
  have psd : ∀ B : Matrix n n ℂ, (B * Bᴴ).PosSemidef := by
    intro B
    have h := posSemidef_conjTranspose_mul_self Bᴴ
    rwa [conjTranspose_conjTranspose] at h
  refine ⟨?_, ?_, trace_reactionProb hr ep G, ?_⟩
  · rw [reactionProb_eq_transmission er hp]
    exact psd _
  · rw [one_sub_reactionProb hH hr hG]
    exact psd _
  · rw [trace_reactionProb hr, trace_reactionProb hp]
    obtain ⟨h1, h2⟩ := spectral_identity hH hG
    -- trace the two forms of the spectral operator against the reactant absorber
    have h3 := congrArg (fun X => (absorber er * X).trace) (h1.symm.trans h2)
    simp only [Matrix.mul_smul, trace_smul, Matrix.mul_add, Matrix.add_mul, trace_add,
      smul_eq_mul, ← Matrix.mul_assoc] at h3
    have cyc : ∀ e : n → ℝ, (absorber er * Gᴴ * absorber e * G).trace
        = (absorber e * G * absorber er * Gᴴ).trace := by
      intro e
      rw [Matrix.mul_assoc (absorber er * Gᴴ), trace_mul_comm, ← Matrix.mul_assoc]
    rw [cyc, cyc] at h3
    linear_combination 2 * h3
```

In quantum rate calculations Tr P serves as the cumulative reaction probability. For a finite grid with diagonal absorbers, the bounds hold at any nonnegative absorber strengths for which G exists, so satisfying them is no evidence that the grid or the absorbers are converged.

## A bound by the number of absorbing sites

Let H be Hermitian, e_r nonnegative and A G = 1. If e_r(i) = 0, the diagonal element P(i,i) vanishes. Otherwise 1 − P(i,i) = Σ_j |R(i,j)|² ≥ 0. Summing over i bounds Tr P by the number of sites where e_r is nonzero. This number counts sites, not open reaction channels, and can lie far above Tr P. Lean states this for the real part, as its trace is a complex number.

```lean
/-- The trace of `P` is at most the number of sites where the reactant absorber is nonzero. -/
theorem trace_le_card {H G : Matrix n n ℂ} {E : ℝ} {er ep : n → ℝ}
    (hH : H.IsHermitian) (hr : ∀ i, 0 ≤ er i) (hG : IsGreen H E er ep G) :
    (reactionProb er ep G).trace.re ≤ ((Finset.univ.filter fun i => er i ≠ 0).card : ℝ) := by
  rw [Matrix.trace, Complex.re_sum, Finset.card_filter, Nat.cast_sum]
  refine Finset.sum_le_sum fun i _ => ?_
  by_cases h : er i = 0
  · simp [h, reactionProb, sqrtAbsorber, absorber, mul_diagonal]
  · -- each diagonal element of `1 - P` is a sum of squared reflection amplitudes
    have h1 : 0 ≤ ((1 - reactionProb er ep G) i i).re := by
      rw [one_sub_reactionProb hH hr hG, Matrix.mul_apply, Complex.re_sum]
      refine Finset.sum_nonneg fun j _ => ?_
      rw [conjTranspose_apply, Complex.star_def, Complex.mul_conj, Complex.ofReal_re]
      exact Complex.normSq_nonneg _
    rw [Matrix.sub_apply, Matrix.one_apply_eq, Complex.sub_re, Complex.one_re] at h1
    simp only [ne_eq, h, not_false_eq_true, if_true, Nat.cast_one, Matrix.diag_apply]
    linarith
```

## When the Green's function exists

Let H be Hermitian and both absorbers nonnegative, and suppose A v = 0. Then

0 = v†(A − A†)v = 2i Σ_i (e_r(i) + e_p(i)) |v(i)|².

Every term of the sum is nonnegative, so v vanishes on all absorbing sites. Hence Γv = 0 and H v = E v. Conversely, a nonzero solution of H v = E v that vanishes on those sites is annihilated by A, which then has no inverse. G therefore exists exactly when no eigenvector of H with eigenvalue E vanishes on all absorbing sites.

```lean
/-- The Green's function exists exactly when every solution of `H v = E v` that vanishes on
all absorbing sites is zero. -/
theorem green_exists_iff {H : Matrix n n ℂ} (hH : H.IsHermitian) (E : ℝ) {er ep : n → ℝ}
    (hr : ∀ i, 0 ≤ er i) (hp : ∀ i, 0 ≤ ep i) :
    (∃ G, IsGreen H E er ep G) ↔
      ∀ v : n → ℂ, H *ᵥ v = (E : ℂ) • v → (∀ i, er i + ep i ≠ 0 → v i = 0) → v = 0 := by
  have hΓ : ∀ (v : n → ℂ) (i : n), ((absorber er + absorber ep) *ᵥ v) i
      = ((er i + ep i : ℝ) : ℂ) * v i := by
    intro v i
    simp [absorber, mulVec_diagonal, add_mul]
  have hA : ∀ v : n → ℂ, openOperator H E er ep *ᵥ v
      = (E : ℂ) • v - H *ᵥ v + Complex.I • ((absorber er + absorber ep) *ᵥ v) := by
    intro v
    rw [openOperator, Matrix.add_mulVec, Matrix.sub_mulVec, Matrix.smul_mulVec,
      Matrix.smul_mulVec, Matrix.one_mulVec]
  constructor
  · rintro ⟨G, hG⟩ v hv h0
    have hz : (absorber er + absorber ep) *ᵥ v = 0 := by
      funext i
      rw [hΓ]
      by_cases h : er i + ep i = 0
      · rw [h]; simp
      · rw [h0 i h]; simp
    have h1 : openOperator H E er ep *ᵥ v = 0 := by rw [hA, hv, hz]; simp
    have h2 : G * openOperator H E er ep = 1 := mul_eq_one_comm.mp hG
    rw [← Matrix.one_mulVec v, ← h2, ← Matrix.mulVec_mulVec, h1, Matrix.mulVec_zero]
  · intro h
    have hdet : (openOperator H E er ep).det ≠ 0 := by
      intro hd
      obtain ⟨v, hv0, hv⟩ := Matrix.exists_mulVec_eq_zero_iff.mpr hd
      -- a null vector has no absorption, hence vanishes on the absorbing sites
      have h2 : star v ⬝ᵥ
          ((openOperator H E er ep - (openOperator H E er ep)ᴴ) *ᵥ v) = 0 := by
        rw [Matrix.sub_mulVec, hv, zero_sub, dotProduct_neg, Matrix.dotProduct_mulVec,
          ← Matrix.star_mulVec, hv, star_zero, zero_dotProduct, neg_zero]
      rw [openOperator_sub hH, Matrix.smul_mulVec, dotProduct_smul, smul_eq_mul] at h2
      have h3 := (mul_eq_zero.mp h2).resolve_left (by simp)
      have h4 : ∑ i, (er i + ep i) * Complex.normSq (v i) = 0 := by
        have h5 : ((∑ i, (er i + ep i) * Complex.normSq (v i) : ℝ) : ℂ) = 0 := by
          rw [← h3, dotProduct, Complex.ofReal_sum]
          refine Finset.sum_congr rfl fun i _ => ?_
          rw [hΓ, Pi.star_apply, Complex.star_def, Complex.ofReal_mul, ← Complex.mul_conj]
          ring
        exact_mod_cast h5
      have h6 := (Finset.sum_eq_zero_iff_of_nonneg fun i _ =>
        mul_nonneg (add_nonneg (hr i) (hp i)) (Complex.normSq_nonneg (v i))).mp h4
      have h7 : ∀ i, er i + ep i ≠ 0 → v i = 0 := fun i hi =>
        Complex.normSq_eq_zero.mp ((mul_eq_zero.mp (h6 i (Finset.mem_univ i))).resolve_left hi)
      have hz : (absorber er + absorber ep) *ᵥ v = 0 := by
        funext i
        rw [hΓ]
        by_cases hi : er i + ep i = 0
        · rw [hi]; simp
        · rw [h7 i hi]; simp
      rw [hA, hz, smul_zero, add_zero] at hv
      exact hv0 (h v (sub_eq_zero.mp hv).symm h7)
    exact ⟨(openOperator H E er ep)⁻¹,
      Matrix.mul_nonsing_inv _ (isUnit_iff_ne_zero.mpr hdet)⟩
```

## Two coupled sites

Take sites 0 and 1 at zero energy with real hopping t, in units of the absorber strength.

```lean
/-- Two sites of zero energy coupled by a real hopping `t`. -/
def twoSiteH (t : ℝ) : Matrix (Fin 2) (Fin 2) ℂ := !![0, (t : ℂ); (t : ℂ), 0]
```

With e_r = 1 on site 0, e_p = 1 on site 1 and E = 0, A has diagonal entries i and off-diagonal entries −t. Its determinant is −(1 + t²), which never vanishes, and its inverse is the following matrix.

```lean
/-- The explicit matrix `-(1 + t²)⁻¹ (i, t; t, i)`. -/
def twoSiteG (t : ℝ) : Matrix (Fin 2) (Fin 2) ℂ :=
  !![-Complex.I * (1 + (t : ℂ) ^ 2)⁻¹, -(t : ℂ) * (1 + (t : ℂ) ^ 2)⁻¹;
     -(t : ℂ) * (1 + (t : ℂ) ^ 2)⁻¹, -Complex.I * (1 + (t : ℂ) ^ 2)⁻¹]
```

Only one element contributes to the trace:

Tr P = 4 |G(0,1)|² = 4t²/(1 + t²)².

This is 0 for uncoupled sites and reaches the bound of 1 at t = ±1.

```lean
/-- Two coupled sites with a unit absorber on each side have the Green's function `twoSiteG t`
at `E = 0`, and `Tr P = 4t² / (1 + t²)²`. -/
theorem twoSite_witness (t : ℝ) :
    (twoSiteH t).IsHermitian ∧ IsGreen (twoSiteH t) 0 ![1, 0] ![0, 1] (twoSiteG t) ∧
    (reactionProb ![1, 0] ![0, 1] (twoSiteG t)).trace
      = 4 * (t : ℂ) ^ 2 / (1 + (t : ℂ) ^ 2) ^ 2 := by
  refine ⟨?_, ?_, ?_⟩
  · ext i j
    fin_cases i <;> fin_cases j <;> simp [twoSiteH]
  · have hne : (1 + (t : ℂ) ^ 2) ≠ 0 := by
      have h : (1 + t ^ 2 : ℝ) ≠ 0 := by positivity
      exact_mod_cast h
    have hu := mul_inv_cancel₀ hne
    have hden : openOperator (twoSiteH t) 0 ![1, 0] ![0, 1]
        = !![Complex.I, -(t : ℂ); -(t : ℂ), Complex.I] := by
      ext i j
      fin_cases i <;> fin_cases j <;>
        simp [openOperator, absorber, twoSiteH]
    rw [IsGreen, hden, twoSiteG]
    generalize (1 + (t : ℂ) ^ 2)⁻¹ = u at hu ⊢
    have a : Complex.I * (-Complex.I * u) + -(t : ℂ) * (-(t : ℂ) * u) = 1 := by
      linear_combination hu - u * Complex.I_sq
    have b : Complex.I * (-(t : ℂ) * u) + -(t : ℂ) * (-Complex.I * u) = 0 := by ring
    have c : -(t : ℂ) * (-Complex.I * u) + Complex.I * (-(t : ℂ) * u) = 0 := by ring
    have d : -(t : ℂ) * (-(t : ℂ) * u) + Complex.I * (-Complex.I * u) = 1 := by
      linear_combination hu - u * Complex.I_sq
    rw [Matrix.mul_fin_two, a, b, c, d, Matrix.one_fin_two]
  · have hr : ∀ i, 0 ≤ (![1, 0] : Fin 2 → ℝ) i := by
      intro i
      fin_cases i <;> simp
    rw [trace_reactionProb hr]
    simp [absorber, twoSiteG, Matrix.trace_fin_two, Matrix.mul_apply, Fin.sum_univ_two,
      Matrix.diagonal_apply]
    simp only [div_eq_mul_inv, ← inv_pow]
    ring

end

end ReactionProbabilityOperator
```

```lean
#print axioms ReactionProbabilityOperator.reactionProb_eq_transmission
-- 'ReactionProbabilityOperator.reactionProb_eq_transmission' depends on axioms: [propext, Classical.choice, Quot.sound]
#print axioms ReactionProbabilityOperator.reactionProb_main
-- 'ReactionProbabilityOperator.reactionProb_main' depends on axioms: [propext, Classical.choice, Quot.sound]
#print axioms ReactionProbabilityOperator.trace_le_card
-- 'ReactionProbabilityOperator.trace_le_card' depends on axioms: [propext, Classical.choice, Quot.sound]
#print axioms ReactionProbabilityOperator.green_exists_iff
-- 'ReactionProbabilityOperator.green_exists_iff' depends on axioms: [propext, Classical.choice, Quot.sound]
```
